# The d² microstate table is the sum of the ³F, ³P, ¹G, ¹D and ¹S tables

## Do these five terms account for every d² microstate?

Two electrons in a d shell have 45 microstates, and sorting them by $(M_L, M_S)$ gives the terms ³F, ³P, ¹G, ¹D and ¹S, each once. I can do the sorting by crossing entries off a table, but I would like to see it made rigorous and machine-checked: that the tables agree at every pair of integers, and that no other choice of terms would do.

## The counts agree in every cell and fix the multiplicities

Yes: the tables agree everywhere, and among finite collections of terms with integer $L$ and $S$, only this one reproduces the d² table.

**Counting the microstates.** Let $c(M,T)$ be the number of microstates with $M_L=M$ and $M_S=T$. Each electron has $m_l\in\{-2,\dots,2\}$ and $m_s=\pm\tfrac12$, so $c$ vanishes unless $|M|\le4$ and $|T|\le1$.

For $T=1$ both spins are up, so the Pauli principle requires two different values of $m_l$. The pairs are $\{2,1\}$ for $M=3$; $\{2,0\}$ for $M=2$; $\{2,-1\},\{1,0\}$ for $M=1$; and $\{2,-2\},\{1,-1\}$ for $M=0$. For $T=0$ one spin is up and one is down, the two $m_l$ are independent, and there are $5-|M|$ choices. Reversing all $m_l$ or all spins gives the remaining cells.

| $\lvert M\rvert$ | 0 | 1 | 2 | 3 | 4 |
|---|---|---|---|---|---|
| $c(M,\pm1)$ | 2 | 2 | 1 | 1 | 0 |
| $c(M,0)$ | 5 | 4 | 3 | 2 | 1 |

**Adding the terms.** A term $(L,S)$ puts one state in each cell with $|M|\le L$, $|T|\le S$, which makes $(2L+1)(2S+1)$ states. At $T=\pm1$ only ³F and ³P contribute: one state for $|M|\le3$ and another for $|M|\le1$, which is the first row. At $T=0$ all five contribute, with $L=4,3,2,1,0$, so $5-|M|$ of them reach $M$, which is the second row. The dimensions add up to $21+9+9+5+1=45$.

**Reading off multiplicities.** For any table $f$ and integers $L,S\ge0$, form
$$f(L,S)-f(L+1,S)-f(L,S+1)+f(L+1,S+1).$$
For the table of a single term $(l,s)$ this factorises into $([L\le l]-[L+1\le l])([S\le s]-[S+1\le s])$, where a bracket is 1 if its condition holds and 0 otherwise. The product is 1 if $(l,s)=(L,S)$ and 0 otherwise. By linearity, the difference applied to a sum of term tables gives the multiplicity of $(L,S)$, so the table determines the terms.

For ³P in d² it gives $c(1,1)-c(2,1)-c(1,2)+c(2,2)=2-1-0+0=1$. For ¹P it gives $c(1,0)-c(2,0)-c(1,1)+c(2,1)=4-3-2+1=0$, so ¹P is absent.

**How the Lean statements read.** A `SpinOrbital` is a pair of indices, which `ml` and `twoMs` turn into $m_l$ and $2m_s$; doubling keeps the spin values integral. `microstates` contains the two-element sets of spin orbitals, so Pauli exclusion and indistinguishability are built in. `microstateCount M T` is $c(M,T)$, with $T$ the undoubled $M_S$. A term is a pair `(L, S)` of natural numbers, and `termTable` is its indicator.

`term_decomposition` states the equality for all integers `M` and `T`. In `decomposition_unique`, `N` assigns a multiplicity to each term, nonzero for only finitely many; if its summed table is the d² table, `N` is 1 on the five terms and 0 elsewhere.

These are statements about counts: term wavefunctions and the operators $L^2$ and $S^2$ do not appear. The list is the usual starting point for free-ion and weak-field crystal-field treatments of d² ions, though a count without interactions says nothing about the energy order of the terms.

```lean
import Mathlib

open Finset

namespace DTwoTerms

/-- A spin orbital of the d shell: five orbital states times two spin states. -/
abbrev SpinOrbital := Fin 5 × Fin 2

/-- The orbital magnetic quantum number, running from -2 to 2. -/
def ml (o : SpinOrbital) : ℤ := ((o.1 : ℕ) : ℤ) - 2

/-- Twice the spin magnetic quantum number, equal to -1 or 1. -/
def twoMs (o : SpinOrbital) : ℤ := 2 * ((o.2 : ℕ) : ℤ) - 1

/-- The microstates of d²: sets of two distinct occupied spin orbitals. -/
def microstates : Finset (Finset SpinOrbital) := powersetCard 2 univ

/-- The total orbital magnetic quantum number of a set of occupied spin orbitals. -/
def totalML (s : Finset SpinOrbital) : ℤ := ∑ o ∈ s, ml o

/-- Twice the total spin magnetic quantum number of a set of occupied spin orbitals. -/
def twoTotalMS (s : Finset SpinOrbital) : ℤ := ∑ o ∈ s, twoMs o

/-- The number of d² microstates with M_L = M and M_S = T. -/
def microstateCount (M T : ℤ) : ℕ :=
  (microstates.filter (fun s => totalML s = M ∧ twoTotalMS s = 2 * T)).card

/-- The pairs (M_L, M_S) belonging to a term (L, S) of integer spin. -/
noncomputable def cells (t : ℕ × ℕ) : Finset (ℤ × ℤ) :=
  Icc (-(t.1 : ℤ)) (t.1 : ℤ) ×ˢ Icc (-(t.2 : ℤ)) (t.2 : ℤ)

/-- The indicator table of a term: one state in each of its cells, none elsewhere. -/
noncomputable def termTable (t : ℕ × ℕ) (M T : ℤ) : ℕ := if (M, T) ∈ cells t then 1 else 0

/-- The summed table of the terms in `K`, the term `t` being taken `n t` times. -/
noncomputable def tableOf (K : Finset (ℕ × ℕ)) (n : ℕ × ℕ → ℕ) (M T : ℤ) : ℕ :=
  ∑ t ∈ K, n t * termTable t M T

/-- The terms ³F, ³P, ¹G, ¹D, ¹S, written as pairs (L, S). -/
def terms : Finset (ℕ × ℕ) := {(3, 1), (1, 1), (4, 0), (2, 0), (0, 0)}

/-- A term (L, S) has (2L+1)(2S+1) cells. -/
theorem card_cells (t : ℕ × ℕ) : (cells t).card = (2 * t.1 + 1) * (2 * t.2 + 1) := by
  have h : ∀ k : ℕ, (Icc (-(k : ℤ)) (k : ℤ)).card = 2 * k + 1 := by
    intro k
    rw [Int.card_Icc]
    omega
  rw [cells, card_product, h, h]

/-- The terms ³F, ³P, ¹G, ¹D, ¹S have dimensions 21, 9, 9, 5, 1; these add up to the number
of d² microstates, which is 45. -/
theorem dimensions :
    (cells (3, 1)).card = 21 ∧ (cells (1, 1)).card = 9 ∧ (cells (4, 0)).card = 9 ∧
    (cells (2, 0)).card = 5 ∧ (cells (0, 0)).card = 1 ∧
    ∑ t ∈ terms, (cells t).card = microstates.card ∧ microstates.card = 45 := by
  decide +kernel

/-- The five terms are exactly the pairs with L ≤ 4, S ≤ 1 and L + S even. -/
theorem terms_eq_even :
    terms = (range 5 ×ˢ range 2).filter (fun t => Even (t.1 + t.2)) := by
  decide +kernel

/-- **Term decomposition of d².** For all integers M and T, the number of microstates with
M_L = M and M_S = T is the sum of the indicator tables of ³F, ³P, ¹G, ¹D, ¹S at (M, T). -/
theorem term_decomposition (M T : ℤ) :
    microstateCount M T = ∑ t ∈ terms, termTable t M T := by
  -- the window that contains all microstates is checked cell by cell
  have hwin : ∀ M ∈ Icc (-4 : ℤ) 4, ∀ T ∈ Icc (-1 : ℤ) 1,
      microstateCount M T = ∑ t ∈ terms, termTable t M T := by
    decide +kernel
  by_cases h : M ∈ Icc (-4 : ℤ) 4 ∧ T ∈ Icc (-1 : ℤ) 1
  · exact hwin M h.1 T h.2
  · simp only [mem_Icc] at h
    -- outside the window there are no microstates
    have hb : ∀ s ∈ microstates, (-4 ≤ totalML s ∧ totalML s ≤ 4) ∧
        (-2 ≤ twoTotalMS s ∧ twoTotalMS s ≤ 2) := by
      intro s hs
      rw [microstates, mem_powersetCard] at hs
      obtain ⟨a, b, hab, rfl⟩ := Finset.card_eq_two.mp hs.2
      simp only [totalML, twoTotalMS, sum_pair hab, ml, twoMs]
      have ha1 := a.1.isLt
      have ha2 := a.2.isLt
      have hb1 := b.1.isLt
      have hb2 := b.2.isLt
      omega
    have h0 : microstateCount M T = 0 := by
      unfold microstateCount
      refine card_eq_zero.mpr (filter_eq_empty_iff.mpr ?_)
      rintro s hs ⟨h1, h2⟩
      have := hb s hs
      omega
    -- and none of the five terms reaches there
    have ht : ∀ t ∈ terms, t.1 ≤ 4 ∧ t.2 ≤ 1 := by decide +kernel
    rw [h0]
    symm
    refine sum_eq_zero ?_
    intro t hmem
    have := ht t hmem
    simp only [termTable, cells, mem_product, mem_Icc]
    exact if_neg (by omega)

/-- The mixed second difference of a term table at (L, S) is one for the term (L, S) and
zero for every other term, written here without subtraction. -/
theorem termTable_difference (t : ℕ × ℕ) (L S : ℕ) :
    termTable t L S + termTable t (L + 1) (S + 1) =
      (if t = (L, S) then 1 else 0) + termTable t (L + 1) S + termTable t L (S + 1) := by
  obtain ⟨l, s⟩ := t
  simp only [termTable, cells, mem_product, mem_Icc, Prod.mk.injEq]
  split_ifs <;> omega

/-- The mixed second difference of a summed table at (L, S) is the multiplicity of the
term (L, S) in it. -/
theorem tableOf_difference (K : Finset (ℕ × ℕ)) (n : ℕ × ℕ → ℕ) (L S : ℕ) :
    tableOf K n L S + tableOf K n (L + 1) (S + 1) =
      (if (L, S) ∈ K then n (L, S) else 0) + tableOf K n (L + 1) S
        + tableOf K n L (S + 1) := by
  have h : (if (L, S) ∈ K then n (L, S) else 0)
      = ∑ t ∈ K, n t * (if t = (L, S) then 1 else 0) := by
    simp
  rw [h]
  simp only [tableOf, ← sum_add_distrib, ← mul_add]
  refine sum_congr rfl ?_
  intro t _
  rw [termTable_difference]

/-- **Uniqueness.** If finitely many terms (L, S), taken with multiplicities `N`, reproduce the
d² table, then ³F, ³P, ¹G, ¹D, ¹S each occur once and no other term occurs. -/
theorem decomposition_unique (N : ℕ × ℕ →₀ ℕ)
    (hN : ∀ M T : ℤ, microstateCount M T = tableOf N.support N M T) (t : ℕ × ℕ) :
    N t = if t ∈ terms then 1 else 0 := by
  obtain ⟨L, S⟩ := t
  -- both decompositions have the same table
  have e : ∀ M T : ℤ, tableOf N.support N M T = tableOf terms (fun _ => 1) M T := by
    intro M T
    rw [← hN, term_decomposition]
    simp only [tableOf, one_mul]
  -- so their second differences, the multiplicities, agree
  have h1 := tableOf_difference N.support N L S
  have h2 := tableOf_difference terms (fun _ => 1) L S
  have h3 : (if (L, S) ∈ N.support then N (L, S) else 0) = N (L, S) := by
    split_ifs with h
    · rfl
    · exact (Finsupp.notMem_support_iff.mp h).symm
  rw [h3] at h1
  simp only [e] at h1
  linarith

end DTwoTerms
```

```lean
#print axioms DTwoTerms.dimensions
#print axioms DTwoTerms.terms_eq_even
#print axioms DTwoTerms.tableOf_difference
#print axioms DTwoTerms.decomposition_unique
```

```
'DTwoTerms.dimensions' depends on axioms: [propext, Classical.choice, Quot.sound]
'DTwoTerms.terms_eq_even' depends on axioms: [propext, Classical.choice, Quot.sound]
'DTwoTerms.tableOf_difference' depends on axioms: [propext, Classical.choice, Quot.sound]
'DTwoTerms.decomposition_unique' depends on axioms: [propext, Classical.choice, Quot.sound]
```

**How the proof runs.** `card_cells` gives the dimension formula, while `dimensions` and `terms_eq_even` are finite checks by `decide +kernel`. The second identifies the five terms as the pairs with $L\le4$, $S\le1$ and $L+S$ even.

In `term_decomposition`, `hwin` has the kernel evaluate both sides in the 27 cells of the window, the counterpart of the table above. Outside it, `hb` writes a microstate as two distinct spin orbitals and bounds its totals, so the count is zero; `ht` bounds $L$ and $S$, so the term tables vanish too.

`termTable_difference` is the single-term identity, with the negative terms moved across to stay in the natural numbers; `split_ifs` and `omega` settle its cases. `tableOf_difference` sums it over terms. `decomposition_unique` applies this to `N` and to the five known terms: by `e` their tables are equal, and `linarith` concludes that the multiplicities are equal.
